# Natural occupations $(1\pm S)^2/(1+S^2)$ of a singlet GVB pair with real orbital overlap $S$

Take two electrons coupled to a singlet in two normalised orbitals $a$ and $b$ with overlap $S=\tfrac12$. If the density is read as one electron in $a$ plus one in $b$, the matrix $aa^\dagger+bb^\dagger$ has eigenvalues $1\pm S$, that is 1.5 and 0.5. The singlet wave function really has natural occupations 1.8 and 0.2, so the naive count makes the pair look far more open-shell than it is.

The correct values follow from writing the generalised valence bond (GVB) orbitals as

$$a=\cos x\,g+\sin x\,u,\qquad b=\cos x\,g-\sin x\,u,$$

with $g,u$ orthonormal and $x$ real. For a single isolated pair in a finite basis, this translates a valence-bond overlap into the occupations of a two-electron, two-orbital active space. No Hamiltonian enters, and the orbitals need not be energy-optimised.

## Equal and opposite mixing removes the cross terms

The first assumption is built into the orbitals: $a$ and $b$ contain the same amount of $u$, with opposite signs. In a stretched bond, $g$ is the bonding and $u$ the antibonding combination, and $a$ and $b$ lean towards opposite ends.

An orbital is a complex coefficient vector `ι → ℂ`, where `ι` labels an orthonormal basis.

In Lean 4 with Mathlib:

```lean
import Mathlib

open Matrix

namespace GVBPair

noncomputable section

variable {ι : Type*}

/-- The first GVB orbital, `a = cos x g + sin x u`. -/
def orbA (x : ℝ) (g u : ι → ℂ) : ι → ℂ :=
  (Real.cos x : ℂ) • g + (Real.sin x : ℂ) • u

/-- The second GVB orbital, `b = cos x g - sin x u`. -/
def orbB (x : ℝ) (g u : ι → ℂ) : ι → ℂ :=
  (Real.cos x : ℂ) • g - (Real.sin x : ℂ) • u
```

The spatial pair function is the matrix $\Psi_{ij}=a_ib_j+b_ia_j$, with the first index for electron 1 and the second for electron 2. `vecMulVec a b` is $ab^{T}$, without conjugation.

```lean
/-- The symmetrised product `ab + ba`, as the matrix of its two-electron coefficients. -/
def pairFn (a b : ι → ℂ) : Matrix ι ι ℂ := vecMulVec a b + vecMulVec b a
```

The two candidate occupations are so far only functions of a real number $S$.

```lean
/-- Occupation `(1 + S)² / (1 + S²)` as a function of the overlap `S`. -/
def bondingOcc (S : ℝ) : ℝ := (1 + S) ^ 2 / (1 + S ^ 2)

/-- Occupation `(1 - S)² / (1 + S²)` as a function of the overlap `S`. -/
def antibondingOcc (S : ℝ) : ℝ := (1 - S) ^ 2 / (1 + S ^ 2)
```

With $c=\cos x$ and $s=\sin x$,

$$ab=c^2gg-cs\,gu+cs\,ug-s^2uu,\qquad ba=c^2gg+cs\,gu-cs\,ug-s^2uu,$$

and therefore $ab+ba=2(c^2gg-s^2uu)$. Orthonormality is not needed, and $x$ may be any real number. The proof compares entries $i,j$ and lets `ring` do the cancellation.

```lean
/-- The symmetrised product of the two GVB orbitals contains only the doubly occupied
configurations `gg` and `uu`: `ab + ba = 2 (cos² x gg - sin² x uu)`. -/
theorem pair_expansion (x : ℝ) (g u : ι → ℂ) :
    pairFn (orbA x g u) (orbB x g u) =
      (2 : ℂ) • ((Real.cos x : ℂ) ^ 2 • vecMulVec g g
        - (Real.sin x : ℂ) ^ 2 • vecMulVec u u) := by
  ext i j
  simp only [pairFn, orbA, orbB, Matrix.add_apply, Matrix.sub_apply, Matrix.smul_apply,
    vecMulVec_apply, Pi.add_apply, Pi.sub_apply, Pi.smul_apply, smul_eq_mul]
  ring
```

If $b$ had its own angle $y$, a term $\sin(x-y)\,(gu+ug)$ would survive.

## Orthonormal $g$ and $u$ make the density diagonal

`OrthoPair g u` says that $g$ and $u$ are normalised and orthogonal. The inner product $\langle g,u\rangle$ is `star g ⬝ᵥ u`, conjugated in its first argument, and the basis is now finite.

```lean
variable [Fintype ι]

/-- Two orbitals `g` and `u` are normalised and mutually orthogonal. -/
def OrthoPair (g u : ι → ℂ) : Prop :=
  star g ⬝ᵥ g = 1 ∧ star u ⬝ᵥ u = 1 ∧ star g ⬝ᵥ u = 0
```

The spin-summed one-particle density matrix is $D=2\Psi\Psi^\dagger/\mathrm{tr}(\Psi\Psi^\dagger)$. Dividing by the trace normalises the pair function, and the factor 2 counts the electrons.

```lean
/-- The spin-summed one-particle density matrix `2 Ψ Ψᴴ / tr (Ψ Ψᴴ)` of a two-electron
singlet with spatial coefficients `Ψ`, for `Ψ ≠ 0`. -/
def density (Ψ : Matrix ι ι ℂ) : Matrix ι ι ℂ := (2 / (Ψ * Ψᴴ).trace) • (Ψ * Ψᴴ)
```

This definition takes the singlet spin part as already summed. A different model would start from the antisymmetric function of space and spin and trace out one electron explicitly. The factor 2 and the form of $D$ would then be derived, with the same occupations but more indices.

The condition can be met as soon as there are two basis orbitals:

```lean
/-- The two unit vectors of a two-orbital basis are an orthonormal pair. -/
theorem orthoPair_witness : OrthoPair (![1, 0] : Fin 2 → ℂ) ![0, 1] := by
  refine ⟨?_, ?_, ?_⟩ <;> simp [dotProduct, Fin.sum_univ_two]
```

Orthonormality is used by hand first in the overlap,

$$\langle a,b\rangle=c^2\langle g,g\rangle-cs\langle g,u\rangle+sc\langle u,g\rangle-s^2\langle u,u\rangle=c^2-s^2=\cos 2x .$$

The proof expands in the same way, with `hug` supplying $\langle u,g\rangle=0$ by conjugation.

```lean
/-- The overlap of the two GVB orbitals is `cos 2x`. -/
theorem overlap_eq (x : ℝ) {g u : ι → ℂ} (h : OrthoPair g u) :
    star (orbA x g u) ⬝ᵥ orbB x g u = ((Real.cos (2 * x) : ℝ) : ℂ) := by
  obtain ⟨hg, hu, hgu⟩ := h
  have hug : star u ⬝ᵥ g = 0 := by rw [Matrix.star_dotProduct, hgu, star_zero]
  have hr : ∀ r : ℝ, star (r : ℂ) = r := fun r => Complex.conj_ofReal r
  simp only [orbA, orbB, star_add, star_smul, hr, add_dotProduct, dotProduct_sub,
    smul_dotProduct, dotProduct_smul, hg, hu, hgu, hug, smul_eq_mul]
  rw [Real.cos_two_mul']
  push_cast
  ring
```

It is used again in $\Psi\Psi^\dagger$. For $\Psi=p\,gg^T-q\,uu^T$ with real $p,q$, the adjoint is $\Psi^\dagger=p\,g^*g^\dagger-q\,u^*u^\dagger$, and

$$\Psi\Psi^\dagger=p^2\langle g,g\rangle gg^\dagger-pq\langle u,g\rangle gu^\dagger-pq\langle g,u\rangle ug^\dagger+q^2\langle u,u\rangle uu^\dagger=p^2gg^\dagger+q^2uu^\dagger .$$

In the proof, `hc` is the formula for the adjoint and `outer` is the rule $(ab^T)(cd^T)=(b^Tc)\,ad^T$. The orthonormality relations then remove the cross terms, and `module` collects what remains.

```lean
/-- For a pair function `p gg - q uu` with real `p`, `q` and orthonormal `g`, `u`, the
product `Ψ Ψᴴ` is diagonal in `g` and `u` with weights `p²` and `q²`. -/
theorem pair_gram (p q : ℝ) {g u : ι → ℂ} (h : OrthoPair g u) :
    ((p : ℂ) • vecMulVec g g - (q : ℂ) • vecMulVec u u) *
      ((p : ℂ) • vecMulVec g g - (q : ℂ) • vecMulVec u u)ᴴ =
    (p : ℂ) ^ 2 • vecMulVec g (star g) + (q : ℂ) ^ 2 • vecMulVec u (star u) := by
  obtain ⟨hg, hu, hgu⟩ := h
  have hug : star u ⬝ᵥ g = 0 := by rw [Matrix.star_dotProduct, hgu, star_zero]
  rw [dotProduct_comm] at hg hu hgu hug
  have hr : ∀ r : ℝ, star (r : ℂ) = r := fun r => Complex.conj_ofReal r
  have outer : ∀ a b c d : ι → ℂ,
      vecMulVec a b * vecMulVec c d = (b ⬝ᵥ c) • vecMulVec a d := by
    intro a b c d
    ext i j
    simp only [Matrix.mul_apply, vecMulVec_apply, Matrix.smul_apply, dotProduct,
      smul_eq_mul, Finset.sum_mul]
    exact Finset.sum_congr rfl fun k _ => by ring
  have hc : ((p : ℂ) • vecMulVec g g - (q : ℂ) • vecMulVec u u)ᴴ =
      (p : ℂ) • vecMulVec (star g) (star g) - (q : ℂ) • vecMulVec (star u) (star u) := by
    ext i j
    simp only [conjTranspose_apply, Matrix.sub_apply, Matrix.smul_apply, vecMulVec_apply,
      smul_eq_mul, Pi.star_apply, star_sub, star_mul', hr]
    ring
  -- the cross terms vanish by orthogonality
  rw [hc]
  simp only [Matrix.sub_mul, Matrix.mul_sub, Matrix.smul_mul, Matrix.mul_smul, outer,
    hg, hu, hgu, hug]
  module
```

Orthogonality matters even when both vectors are normalised. Take a single basis orbital, $g=u=(1)$ and $x=\pi/6$. Then $\langle a,b\rangle=c^2-s^2=\tfrac12$, and the formula would give $g$ the occupation 1.8. But $\Psi$ is a multiple of $gg^T$, so the occupation is 2. The orbitals $a$ and $b$ are not normalised here, so $\tfrac12$ is not the overlap of two physical orbitals; after normalising them the overlap is 1, and the formula gives 2 as well.

## Fixing $S$ as the overlap turns weights into occupations

The hypothesis `hS` states that the real number $S$ is the overlap $\langle a,b\rangle$. It does not restrict the pair, since $S=\cos2x$ always satisfies it. Without it, $S$ would be a free number unrelated to the wave function.

By hand, $S=\cos 2x$ gives $2c^2=1+S$ and $2s^2=1-S$, so

$$\Psi=(1+S)\,gg^T-(1-S)\,uu^T .$$

The trace of $\Psi\Psi^\dagger$ is $(1+S)^2+(1-S)^2=2(1+S^2)$, which is never zero. The normalised pair function therefore has coefficients $(1+S)/\sqrt{2(1+S^2)}$ on $gg$ and $-(1-S)/\sqrt{2(1+S^2)}$ on $uu$, and

$$D=\frac{(1+S)^2}{1+S^2}\,gg^\dagger+\frac{(1-S)^2}{1+S^2}\,uu^\dagger .$$

In the proof, `hx` combines `hS` with `overlap_eq`, `c2` and `s2` are the half-angle relations, and `hΨ` is the rewritten pair function. The identities `r1` and `r2` simplify the two normalised weights.

```lean
/-- The density matrix of the GVB pair with overlap `S` is the sum of the projectors on `g`
and `u`, weighted by `(1 + S)² / (1 + S²)` and `(1 - S)² / (1 + S²)`. -/
theorem density_eq (x S : ℝ) {g u : ι → ℂ} (h : OrthoPair g u)
    (hS : star (orbA x g u) ⬝ᵥ orbB x g u = (S : ℂ)) :
    density (pairFn (orbA x g u) (orbB x g u)) =
      (bondingOcc S : ℂ) • vecMulVec g (star g)
        + (antibondingOcc S : ℂ) • vecMulVec u (star u) := by
  have hx : S = Real.cos (2 * x) := Complex.ofReal_injective (hS.symm.trans (overlap_eq x h))
  have c2 : 2 * Real.cos x ^ 2 = 1 + S := by rw [hx, Real.cos_two_mul]; ring
  have s2 : 2 * Real.sin x ^ 2 = 1 - S := by linarith [Real.sin_sq_add_cos_sq x]
  -- the configuration weights in terms of the overlap
  have hΨ : pairFn (orbA x g u) (orbB x g u) =
      ((1 + S : ℝ) : ℂ) • vecMulVec g g - ((1 - S : ℝ) : ℂ) • vecMulVec u u := by
    rw [pair_expansion, ← c2, ← s2]
    push_cast
    module
  have tr : ∀ v : ι → ℂ, (vecMulVec v (star v)).trace = star v ⬝ᵥ v := by
    intro v
    simp only [Matrix.trace, Matrix.diag_apply, vecMulVec_apply, dotProduct]
    exact Finset.sum_congr rfl fun k _ => mul_comm _ _
  have hd : (1 + S) ^ 2 + (1 - S) ^ 2 = 2 * (1 + S ^ 2) := by ring
  have r1 : 2 / ((1 + S) ^ 2 + (1 - S) ^ 2) * (1 + S) ^ 2 = bondingOcc S := by
    unfold bondingOcc
    rw [hd, div_mul_eq_mul_div, div_eq_div_iff (by positivity) (by positivity)]
    ring
  have r2 : 2 / ((1 + S) ^ 2 + (1 - S) ^ 2) * (1 - S) ^ 2 = antibondingOcc S := by
    unfold antibondingOcc
    rw [hd, div_mul_eq_mul_div, div_eq_div_iff (by positivity) (by positivity)]
    ring
  unfold density
  rw [hΨ, pair_gram _ _ h, Matrix.trace_add, Matrix.trace_smul, Matrix.trace_smul, tr, tr,
    h.1, h.2.1, smul_eq_mul, smul_eq_mul, mul_one, mul_one, smul_add, smul_smul, smul_smul,
    ← r1, ← r2]
  push_cast
  rfl
```

The occupations are obtained as eigenvalues of $D$. For any orbital $v$,

$$Dv=\frac{(1+S)^2}{1+S^2}\langle g,v\rangle\,g+\frac{(1-S)^2}{1+S^2}\langle u,v\rangle\,u,$$

which is `act` in the proof. Setting $v=g$ and $v=u$ gives the two eigenvalue equations; if $v$ is orthogonal to both, $Dv=0$. These are the three parts of the theorem.

```lean
/-- Natural occupations of a GVB pair with overlap `S`: `g` has occupation
`(1 + S)² / (1 + S²)`, `u` has `(1 - S)² / (1 + S²)`, and every orbital orthogonal to both
has occupation zero. -/
theorem natural_occupations (x S : ℝ) {g u : ι → ℂ} (h : OrthoPair g u)
    (hS : star (orbA x g u) ⬝ᵥ orbB x g u = (S : ℂ)) :
    density (pairFn (orbA x g u) (orbB x g u)) *ᵥ g = (bondingOcc S : ℂ) • g ∧
    density (pairFn (orbA x g u) (orbB x g u)) *ᵥ u = (antibondingOcc S : ℂ) • u ∧
    ∀ v : ι → ℂ, star g ⬝ᵥ v = 0 → star u ⬝ᵥ v = 0 →
      density (pairFn (orbA x g u) (orbB x g u)) *ᵥ v = 0 := by
  have act : ∀ v : ι → ℂ, density (pairFn (orbA x g u) (orbB x g u)) *ᵥ v =
      ((bondingOcc S : ℂ) * (star g ⬝ᵥ v)) • g
        + ((antibondingOcc S : ℂ) * (star u ⬝ᵥ v)) • u := by
    intro v
    have outer : ∀ a b : ι → ℂ, vecMulVec a b *ᵥ v = (b ⬝ᵥ v) • a := by
      intro a b
      ext i
      simp only [Matrix.mulVec, dotProduct, vecMulVec_apply, Pi.smul_apply, smul_eq_mul,
        Finset.sum_mul]
      exact Finset.sum_congr rfl fun k _ => by ring
    rw [density_eq x S h hS, Matrix.add_mulVec, Matrix.smul_mulVec, Matrix.smul_mulVec,
      outer, outer, smul_smul, smul_smul]
  obtain ⟨hg, hu, hgu⟩ := h
  have hug : star u ⬝ᵥ g = 0 := by rw [Matrix.star_dotProduct, hgu, star_zero]
  refine ⟨?_, ?_, fun v h1 h2 => ?_⟩
  · rw [act, hg, hug, mul_one, mul_zero, zero_smul, add_zero]
  · rw [act, hu, hgu, mul_one, mul_zero, zero_smul, zero_add]
  · rw [act, h1, h2, mul_zero, mul_zero, zero_smul, zero_smul, add_zero]
```

The numerators add up to $2(1+S^2)$, so the occupations sum to 2. Their difference is $4S/(1+S^2)$, so $g$ is at least as occupied as $u$ exactly when $S\ge0$. The proof clears the positive denominator and compares the squares.

```lean
/-- The two occupations add up to two electrons, and the first is at least as large as the
second exactly when the overlap is non-negative. -/
theorem occupations_sum_and_order (S : ℝ) :
    bondingOcc S + antibondingOcc S = 2 ∧ (antibondingOcc S ≤ bondingOcc S ↔ 0 ≤ S) := by
  have hpos : 0 < 1 + S ^ 2 := by positivity
  unfold bondingOcc antibondingOcc
  constructor
  · rw [← add_div, div_eq_iff hpos.ne']
    ring
  · rw [div_le_div_iff_of_pos_right hpos]
    constructor <;> intro h <;> nlinarith
```

At $S=0$ both occupations are 1, and $g,u$ are then only one choice of natural orbitals within their span.

## Normalised orbitals with $0\le S<1$ have the GVB form with $0<x\le\pi/4$

Nothing so far limits $x$. At $x=\pi/3$, for example, $S=-\tfrac12$ and the occupations of $g$ and $u$ are 0.2 and 1.8. The range matters in the converse, which starts from two given orbitals and asks for $g$, $u$ and $x$. Its hypotheses say that $a$ and $b$ are normalised, that their overlap is real and non-negative, and that they do not coincide.

Set $x=\tfrac12\arccos S$. From $0\le S<1$ follows $0<x\le\pi/4$, so $\cos x$ and $\sin x$ are both positive. Normalisation and the real overlap give

$$\|a+b\|^2=2+2S=4\cos^2x,\qquad \|a-b\|^2=2-2S=4\sin^2x,$$

so that

$$g=\frac{a+b}{2\cos x},\qquad u=\frac{a-b}{2\sin x}$$

are normalised. They are orthogonal because $\langle a+b,a-b\rangle=1-S+S-1=0$. Finally, $\cos x\,g\pm\sin x\,u=\tfrac12(a+b)\pm\tfrac12(a-b)$ returns $a$ and $b$.

In the proof, `k` and `l` are the prefactors $1/(2\cos x)$ and $1/(2\sin x)$, and `nk` and `nl` are the two normalisations. The last five goals are the three conditions of `OrthoPair` and the recovery of $a$ and $b$.

```lean
/-- Converse: two normalised orbitals with real overlap `0 ≤ S < 1` are the GVB orbitals of
some orthonormal pair `g`, `u` and some angle `0 < x ≤ π/4`. -/
theorem exists_gvb_form {a b : ι → ℂ} {S : ℝ} (ha : star a ⬝ᵥ a = 1) (hb : star b ⬝ᵥ b = 1)
    (hS : star a ⬝ᵥ b = (S : ℂ)) (h0 : 0 ≤ S) (h1 : S < 1) :
    ∃ (x : ℝ) (g u : ι → ℂ), 0 < x ∧ x ≤ Real.pi / 4 ∧ OrthoPair g u ∧
      a = orbA x g u ∧ b = orbB x g u := by
  have hr : ∀ r : ℝ, star (r : ℂ) = r := fun r => Complex.conj_ofReal r
  have hS' : star b ⬝ᵥ a = (S : ℂ) := by rw [Matrix.star_dotProduct, hS, hr]
  -- the angle is half the arccosine of the overlap
  obtain ⟨x, hx0, hx1, hx⟩ : ∃ x : ℝ, 0 < x ∧ x ≤ Real.pi / 4 ∧ Real.cos (2 * x) = S := by
    refine ⟨Real.arccos S / 2, ?_, ?_, ?_⟩
    · linarith [Real.arccos_pos.2 h1]
    · linarith [Real.arccos_le_pi_div_two.2 h0]
    · rw [mul_div_cancel₀ _ (two_ne_zero' ℝ), Real.cos_arccos (by linarith) h1.le]
  have hc : 0 < Real.cos x :=
    Real.cos_pos_of_mem_Ioo ⟨by linarith [Real.pi_pos], by linarith [Real.pi_pos]⟩
  have hs : 0 < Real.sin x := Real.sin_pos_of_pos_of_lt_pi hx0 (by linarith [Real.pi_pos])
  have c2 : 2 + 2 * S = 4 * Real.cos x ^ 2 := by rw [← hx, Real.cos_two_mul]; ring
  have s2 : 2 - 2 * S = 4 * Real.sin x ^ 2 := by linarith [Real.sin_sq_add_cos_sq x]
  obtain ⟨k, hk⟩ : ∃ k : ℝ, Real.cos x * k = 1 / 2 :=
    ⟨1 / 2 / Real.cos x, mul_div_cancel₀ _ hc.ne'⟩
  obtain ⟨l, hl⟩ : ∃ l : ℝ, Real.sin x * l = 1 / 2 :=
    ⟨1 / 2 / Real.sin x, mul_div_cancel₀ _ hs.ne'⟩
  have nk : k ^ 2 * (2 + 2 * S) = 1 := by
    rw [c2]; linear_combination (4 * Real.cos x * k + 2) * hk
  have nl : l ^ 2 * (2 - 2 * S) = 1 := by
    rw [s2]; linear_combination (4 * Real.sin x * l + 2) * hl
  have nkC : (k : ℂ) ^ 2 * (2 + 2 * (S : ℂ)) = 1 := by exact_mod_cast nk
  have nlC : (l : ℂ) ^ 2 * (2 - 2 * (S : ℂ)) = 1 := by exact_mod_cast nl
  have hkC : (Real.cos x : ℂ) * (k : ℂ) = 1 / 2 := by
    rw [← Complex.ofReal_mul, hk]; norm_num
  have hlC : (Real.sin x : ℂ) * (l : ℂ) = 1 / 2 := by
    rw [← Complex.ofReal_mul, hl]; norm_num
  -- g and u are the normalised sum and difference
  refine ⟨x, (k : ℂ) • (a + b), (l : ℂ) • (a - b), hx0, hx1, ⟨?_, ?_, ?_⟩, ?_, ?_⟩
  · simp only [star_smul, star_add, hr, smul_dotProduct, dotProduct_smul, add_dotProduct,
      dotProduct_add, smul_eq_mul, ha, hb, hS, hS']
    linear_combination nkC
  · simp only [star_smul, star_sub, hr, smul_dotProduct, dotProduct_smul, sub_dotProduct,
      dotProduct_sub, smul_eq_mul, ha, hb, hS, hS']
    linear_combination nlC
  · simp only [star_smul, star_add, hr, smul_dotProduct, dotProduct_smul, add_dotProduct,
      dotProduct_sub, smul_eq_mul, ha, hb, hS, hS']
    ring
  · ext i
    simp only [orbA, Pi.add_apply, Pi.sub_apply, Pi.smul_apply, smul_eq_mul]
    linear_combination -(a i + b i) * hkC - (a i - b i) * hlC
  · ext i
    simp only [orbB, Pi.add_apply, Pi.sub_apply, Pi.smul_apply, smul_eq_mul]
    linear_combination -(a i + b i) * hkC + (a i - b i) * hlC

end

end GVBPair
```

Each hypothesis excludes a definite case. GVB orbitals built from orthonormal $g,u$ are always normalised and have the real overlap $\cos2x$, so $a=(1,0)$ and $b=(i/2,\sqrt3/2)$, with overlap $i/2$, do not have this form until the phase of $b$ is changed. A negative overlap is not a value of $\cos2x$ for $0<x\le\pi/4$; if $-1<S<0$, changing the sign of $b$ brings the pair into the required form. For $S=1$ the orbitals coincide, which forces $\sin x=0$ and leaves no angle in $0<x\le\pi/4$.

```lean
#print axioms GVBPair.natural_occupations
#print axioms GVBPair.occupations_sum_and_order
#print axioms GVBPair.exists_gvb_form
```

```
'GVBPair.natural_occupations' depends on axioms: [propext, Classical.choice, Quot.sound]
'GVBPair.occupations_sum_and_order' depends on axioms: [propext, Classical.choice, Quot.sound]
'GVBPair.exists_gvb_form' depends on axioms: [propext, Classical.choice, Quot.sound]
```
